# Mermin's density response for finitely many damped transitions, and its static value

## Definitions and conventions

A weak potential of amplitude \(V\) and real frequency \(w\) (usually written \(\omega\)) drives independent electrons through transitions labelled by \(k\). We set \(\hbar=1\) and use the time factor \(e^{-iwt}\). Transition \(k\) has a real energy \(D_k\), a weight \(g_k\) and an induced amplitude \(\rho_k\); the density response is \(\sum_k\rho_k\). In the electron gas at wave vector \(q\), \(D_k=\varepsilon_{k+q}-\varepsilon_k\) and \(g_k=f_k-f_{k+q}\), where \(\varepsilon_k\) are the band energies and \(f_k\) the equilibrium occupations. Constant factors for spin and volume are left out; they would multiply every \(g_k\) and \(\rho_k\) alike.

Collisions enter through one relaxation rate \(\gamma>0\). With \(z=w+i\gamma\), the free response is

\[
\chi_0(z)=\sum_k\frac{g_k}{z-D_k}.
\]

The problem is how to include the damping without letting it create or destroy particles. Replacing \(w\) by \(w+i\gamma\) in \(\chi_0\) alone lets each amplitude relax to zero, and the density with it.

## Relaxation to a local equilibrium

Mermin's remedy is to let the amplitudes relax towards a local equilibrium, the distribution that would be at rest in a static potential \(m\):

\[
\rho_k^{\rm loc}=-\frac{g_k m}{D_k}.
\]

Here \(m\) is neither a mass nor a magnetisation; it corresponds to a change \(-m\) of the local chemical potential. The kinetic equation is

\[
(w-D_k)\rho_k=g_kV-i\gamma(\rho_k-\rho_k^{\rm loc}),
\]

or equivalently \((z-D_k)\rho_k=g_kV-i\gamma g_km/D_k\). The shift \(m\) is fixed by particle conservation, \(\sum_k\rho_k=\sum_k\rho_k^{\rm loc}\): collisions change the individual amplitudes but leave their sum, the density, unchanged. The rate \(\gamma\) is postulated and stands for scattering that is not computed.

## Mermin's relation

Let all \(D_k\) be nonzero, \(\gamma>0\) and \(\chi_0(0)\neq0\). Then

\[
\Bigl(w+i\gamma\frac{\chi_0(z)}{\chi_0(0)}\Bigr)\sum_k\rho_k=z\,\chi_0(z)\,V .
\]

To derive it, first sum the local equilibrium. Since \(\chi_0(0)=-\sum_k g_k/D_k\), conservation reads \(\sum_k\rho_k=\chi_0(0)m\).

Next, \(z-D_k\) has imaginary part \(\gamma\) and is nonzero, so we may divide by it. Multiplying the result by \(z\) and using

\[
\frac{z}{D_k(z-D_k)}=\frac1{z-D_k}+\frac1{D_k},
\]

we obtain, after summation,

\[
z\sum_k\rho_k=z\chi_0(z)V-i\gamma m\,[\chi_0(z)-\chi_0(0)].
\]

Write \(n=\sum_k\rho_k\) and insert \(m=n/\chi_0(0)\):

\[
zn=z\chi_0(z)V-i\gamma\frac{\chi_0(z)}{\chi_0(0)}n+i\gamma n .
\]

Moving the last two terms to the left and using \(z-i\gamma=w\) gives the relation. If the bracket multiplying \(n\), the Mermin denominator, is nonzero, then \(n=\chi_MV\) with

\[
\chi_M=\frac{z\chi_0(z)}{w+i\gamma\chi_0(z)/\chi_0(0)} .
\]

Textbooks often divide numerator and denominator by \(w\); the present form can be evaluated at \(w=0\).

Conversely, suppose the denominator is nonzero. Choose \(m=\chi_MV/\chi_0(0)\) and define \(\rho_k\) by the kinetic equation. The definition of \(\chi_M\) gives

\[
z\chi_0(z)V=w\chi_0(0)m+i\gamma\chi_0(z)m .
\]

Substituting this in the summed equation leaves \(z\sum_k\rho_k=z\chi_0(0)m\). Since \(z\neq0\), the density is conserved.

## The static response

At \(w=0\) the relation becomes

\[
i\gamma\frac{\chi_0(i\gamma)}{\chi_0(0)}\sum_k\rho_k=i\gamma\chi_0(i\gamma)V .
\]

If \(\chi_0(i\gamma)\neq0\), cancellation gives \(\sum_k\rho_k=\chi_0(0)V\), the undamped static response. A solution is easy to exhibit: with \(m=V\) and \(\rho_k=-g_kV/D_k\), the relaxation term vanishes and \(-D_k\rho_k=g_kV\).

For real weights with \(g_kD_k\geq0\), not all zero, both nonvanishing conditions are automatic. Occupations that decrease with energy have this sign. From \(1/(i\gamma-D_k)=(-D_k-i\gamma)/(D_k^2+\gamma^2)\),

\[
\operatorname{Re}\chi_0(i\gamma)=-\sum_k\frac{g_kD_k}{D_k^2+\gamma^2}.
\]

Each term \(g_kD_k/(D_k^2+\gamma^2)\) is at most \(g_kD_k/D_k^2\), strictly less when \(g_k\neq0\). Hence \(\chi_0(0)<\operatorname{Re}\chi_0(i\gamma)<0\), so damping \(\chi_0\) alone gives a wrong static response. For linear-response calculations with a phenomenological broadening, this shows that the conserving form keeps the static density response independent of \(\gamma\), within a model of finitely many independent transitions sharing one rate.

## When \(\chi_0(i\gamma)\) vanishes

Nonzero energies, \(\gamma>0\) and \(\chi_0(0)\neq0\) do not by themselves fix the static response. Take \(\gamma=1\), \(D=(1,-1)\) and \(g=(1+i,-1+i)\). Then \(\chi_0(0)=-2\), but \(\chi_0(i)=-i+i=0\). With \(V=0\) and \(m=1\), the amplitudes \(\rho=(-1,-1)\) solve the kinetic equation at \(w=0\). The local equilibrium is \((-1-i,-1+i)\), which has the same sum, \(-2\). A density is therefore present without a potential, whereas \(\chi_0(0)V=0\). These complex weights are not differences of occupations, which are real; the example tests only the algebraic hypotheses.

## The statement in Lean

The transitions are indexed by a finite type `ι`. Energies are `D : ι → ℝ`; weights `g` and amplitudes `ρ` are complex functions on `ι`, and `V` and `m` are complex numbers. `zc w γ` is \(z\), `chi0 g D z` is \(\chi_0(z)\), and `localEq g D m k` is \(\rho_k^{\rm loc}\). The physics enters as two separate hypotheses: `Kinetic` is the equation for every transition, and `Conserving` is the equality of the two total densities. `merminDen` and `merminChi` are the denominator and \(\chi_M\).

`mermin_relation` says that any amplitudes satisfying both hypotheses obey Mermin's relation, given `hD` (nonzero energies), `hγ` (\(\gamma>0\)) and `h0` (\(\chi_0(0)\neq0\)). `static_response` adds `h1`, \(\chi_0(i\gamma)\neq0\), and sets \(w=0\). In `static_response_of_sign` the sign condition on real weights, together with `hne` (some weight is nonzero), replaces `h0` and `h1`.

The step left to the reader is the passage from this finite sum to the electron gas's integral over wave vectors, where transition energies come arbitrarily close to zero. A finite mesh of wave vectors can also contain transitions with \(D_k=0\), for example at \(k=-q/2\) in the electron gas; the theorems exclude them. The theorems concern the density response; a dielectric function also needs the Coulomb interaction.

```lean
import Mathlib

open Complex (I)

namespace MerminResponse

noncomputable section

variable {ι : Type*} [Fintype ι]

/-- The damped frequency `z = w + iγ`. -/
def zc (w γ : ℝ) : ℂ := w + I * γ

/-- The free response `χ₀(z) = ∑ g_k / (z - D_k)` of transitions with energies `D_k` and
weights `g_k`, for `z` different from every `D_k`. -/
def chi0 (g : ι → ℂ) (D : ι → ℝ) (z : ℂ) : ℂ := ∑ k, g k / (z - D k)

/-- The local equilibrium amplitude `-g_k m / D_k`, the static response of transition `k` to a
shift `m`, for `D_k ≠ 0`. -/
def localEq (g : ι → ℂ) (D : ι → ℝ) (m : ℂ) (k : ι) : ℂ := -(g k * m / D k)

/-- The kinetic equation: each amplitude is driven by the potential `V` and relaxes at rate `γ`
towards the local equilibrium with shift `m`. -/
def Kinetic (g : ι → ℂ) (D : ι → ℝ) (w γ : ℝ) (V m : ℂ) (ρ : ι → ℂ) : Prop :=
  ∀ k, ((w : ℂ) - D k) * ρ k = g k * V - I * γ * (ρ k - localEq g D m k)

/-- Particle conservation: relaxation towards the local equilibrium leaves the total density
unchanged. -/
def Conserving (g : ι → ℂ) (D : ι → ℝ) (m : ℂ) (ρ : ι → ℂ) : Prop :=
  ∑ k, ρ k = ∑ k, localEq g D m k

/-- The Mermin denominator `w + iγ χ₀(z) / χ₀(0)` at `z = w + iγ`, for `χ₀(0) ≠ 0`. -/
def merminDen (g : ι → ℂ) (D : ι → ℝ) (w γ : ℝ) : ℂ :=
  w + I * γ * chi0 g D (zc w γ) / chi0 g D 0

/-- The Mermin response function `z χ₀(z) / (w + iγ χ₀(z) / χ₀(0))`, for `χ₀(0)` and the
denominator nonzero. -/
def merminChi (g : ι → ℂ) (D : ι → ℝ) (w γ : ℝ) : ℂ :=
  zc w γ * chi0 g D (zc w γ) / merminDen g D w γ

/-- With damping `γ > 0`, the frequency `w + iγ` meets no real transition energy. -/
theorem zc_sub_ne {γ : ℝ} (hγ : 0 < γ) (w d : ℝ) : zc w γ - d ≠ 0 := by
  intro h
  have h' := congrArg Complex.im h
  simp [zc] at h'
  linarith

/-- The total density of the local equilibrium is `χ₀(0) m`. -/
theorem sum_localEq (g : ι → ℂ) (D : ι → ℝ) (m : ℂ) :
    ∑ k, localEq g D m k = chi0 g D 0 * m := by
  rw [chi0, Finset.sum_mul]
  refine Finset.sum_congr rfl fun k _ => ?_
  rw [localEq, zero_sub, div_neg]
  ring

/-- For nonzero transition energies and `γ > 0`, the kinetic equation sums to
`z ∑ ρ_k = z χ₀(z) V - iγ m (χ₀(z) - χ₀(0))`. -/
theorem sum_kinetic {g : ι → ℂ} {D : ι → ℝ} {w γ : ℝ} {V m : ℂ} {ρ : ι → ℂ}
    (hD : ∀ k, D k ≠ 0) (hγ : 0 < γ) (h : Kinetic g D w γ V m ρ) :
    zc w γ * ∑ k, ρ k = zc w γ * chi0 g D (zc w γ) * V
      - I * γ * m * (chi0 g D (zc w γ) - chi0 g D 0) := by
  -- partial fractions for a single transition
  have key : ∀ z d a r c : ℂ, d ≠ 0 → z - d ≠ 0 → (z - d) * r = a * V - c * (a * m / d) →
      z * r = z * (a / (z - d)) * V - c * m * (a / (z - d) - a / (0 - d)) := by
    intro z d a r c hd hz hr
    have hr' : r = (a * V - c * (a * m / d)) / (z - d) := by
      rw [eq_div_iff hz]
      linear_combination hr
    rw [hr', zero_sub, div_neg]
    field_simp
    ring
  simp only [chi0, Finset.mul_sum, Finset.sum_mul, ← Finset.sum_sub_distrib]
  refine Finset.sum_congr rfl fun k _ => ?_
  refine key _ _ _ _ _ (Complex.ofReal_ne_zero.mpr (hD k)) (zc_sub_ne hγ w (D k)) ?_
  have hk := h k
  rw [localEq] at hk
  rw [zc]
  linear_combination hk

/-- **Mermin's relation.** For nonzero transition energies, `γ > 0` and `χ₀(0) ≠ 0`, relaxation
that conserves particles gives `(w + iγ χ₀(z) / χ₀(0)) ∑ ρ_k = z χ₀(z) V`. -/
theorem mermin_relation {g : ι → ℂ} {D : ι → ℝ} {w γ : ℝ} {V m : ℂ} {ρ : ι → ℂ}
    (hD : ∀ k, D k ≠ 0) (hγ : 0 < γ) (h0 : chi0 g D 0 ≠ 0)
    (h : Kinetic g D w γ V m ρ) (hc : Conserving g D m ρ) :
    (w + I * γ * chi0 g D (zc w γ) / chi0 g D 0) * ∑ k, ρ k
      = zc w γ * chi0 g D (zc w γ) * V := by
  have hs := sum_kinetic hD hγ h
  have hn : ∑ k, ρ k = chi0 g D 0 * m := hc.trans (sum_localEq g D m)
  -- conservation trades the density for the shift `m`
  have hq : I * γ * chi0 g D (zc w γ) / chi0 g D 0 * (chi0 g D 0 * m)
      = I * γ * chi0 g D (zc w γ) * m := by
    rw [← mul_assoc, div_mul_cancel₀ _ h0]
  have hz : zc w γ = w + I * γ := rfl
  rw [hn] at hs ⊢
  linear_combination hs + hq - chi0 g D 0 * m * hz

/-- For nonzero transition energies, `γ > 0`, `χ₀(0) ≠ 0` and a nonzero Mermin denominator,
relaxation that conserves particles gives a total density equal to the Mermin response function
times `V`. -/
theorem mermin_response {g : ι → ℂ} {D : ι → ℝ} {w γ : ℝ} {V m : ℂ} {ρ : ι → ℂ}
    (hD : ∀ k, D k ≠ 0) (hγ : 0 < γ) (h0 : chi0 g D 0 ≠ 0) (hd : merminDen g D w γ ≠ 0)
    (h : Kinetic g D w γ V m ρ) (hc : Conserving g D m ρ) :
    ∑ k, ρ k = merminChi g D w γ * V := by
  have hr : merminDen g D w γ * ∑ k, ρ k = _ := mermin_relation hD hγ h0 h hc
  rw [merminChi, div_mul_eq_mul_div, eq_div_iff hd]
  linear_combination hr

/-- Conversely, for nonzero transition energies, `γ > 0`, `χ₀(0) ≠ 0` and a nonzero Mermin
denominator, the shift `m = χ_M V / χ₀(0)`, with `χ_M` the Mermin response function, gives
amplitudes that solve the kinetic equation and conserve particles. -/
theorem mermin_solution {g : ι → ℂ} {D : ι → ℝ} {w γ : ℝ} (V : ℂ)
    (hD : ∀ k, D k ≠ 0) (hγ : 0 < γ) (h0 : chi0 g D 0 ≠ 0) (hd : merminDen g D w γ ≠ 0) :
    let m := merminChi g D w γ * V / chi0 g D 0
    let ρ := fun k => (g k * V + I * γ * localEq g D m k) / (zc w γ - D k)
    Kinetic g D w γ V m ρ ∧ Conserving g D m ρ := by
  intro m ρ
  have hz : zc w γ = w + I * γ := rfl
  have hk : Kinetic g D w γ V m ρ := by
    intro k
    have e : ρ k * (zc w γ - D k) = g k * V + I * γ * localEq g D m k :=
      div_mul_cancel₀ _ (zc_sub_ne hγ w (D k))
    linear_combination e - ρ k * hz
  refine ⟨hk, ?_⟩
  have hs := sum_kinetic hD hγ hk
  have hm : m * chi0 g D 0 = merminChi g D w γ * V := div_mul_cancel₀ _ h0
  have hχ : merminChi g D w γ * merminDen g D w γ = zc w γ * chi0 g D (zc w γ) :=
    div_mul_cancel₀ _ hd
  have hden : merminDen g D w γ * chi0 g D 0
      = w * chi0 g D 0 + I * γ * chi0 g D (zc w γ) := by
    rw [merminDen, add_mul, div_mul_cancel₀ _ h0]
  have hz0 : zc w γ ≠ 0 := by simpa using zc_sub_ne hγ w 0
  -- compare the two densities after multiplication by `z`
  rw [Conserving, sum_localEq]
  apply mul_left_cancel₀ hz0
  linear_combination hs - V * hχ + m * hden - merminDen g D w γ * hm - chi0 g D 0 * m * hz

/-- **Exact static response.** At `w = 0`, for nonzero transition energies, `γ > 0` and nonzero
`χ₀(0)` and `χ₀(iγ)`, relaxation that conserves particles gives the undamped static density
response, `χ₀(0) V`. -/
theorem static_response {g : ι → ℂ} {D : ι → ℝ} {γ : ℝ} {V m : ℂ} {ρ : ι → ℂ}
    (hD : ∀ k, D k ≠ 0) (hγ : 0 < γ) (h0 : chi0 g D 0 ≠ 0) (h1 : chi0 g D (zc 0 γ) ≠ 0)
    (h : Kinetic g D 0 γ V m ρ) (hc : Conserving g D m ρ) :
    ∑ k, ρ k = chi0 g D 0 * V := by
  have hr := mermin_relation hD hγ h0 h hc
  have hz : zc 0 γ = I * γ := by simp [zc]
  have hq : I * γ * chi0 g D (zc 0 γ) / chi0 g D 0 * chi0 g D 0
      = I * γ * chi0 g D (zc 0 γ) := div_mul_cancel₀ _ h0
  have hne : I * γ * chi0 g D (zc 0 γ) ≠ 0 :=
    mul_ne_zero (mul_ne_zero Complex.I_ne_zero (Complex.ofReal_ne_zero.mpr hγ.ne')) h1
  rw [Complex.ofReal_zero] at hr
  apply mul_left_cancel₀ hne
  linear_combination chi0 g D 0 * hr - (∑ k, ρ k) * hq
    + chi0 g D 0 * chi0 g D (zc 0 γ) * V * hz

/-- For nonzero transition energies, the local equilibrium with shift `V` solves the static
kinetic equation in the potential `V` and conserves particles. -/
theorem static_witness (g : ι → ℂ) {D : ι → ℝ} (γ : ℝ) (V : ℂ) (hD : ∀ k, D k ≠ 0) :
    Kinetic g D 0 γ V V (localEq g D V) ∧ Conserving g D V (localEq g D V) := by
  refine ⟨fun k => ?_, rfl⟩
  have e : g k * V / D k * D k = g k * V :=
    div_mul_cancel₀ _ (Complex.ofReal_ne_zero.mpr (hD k))
  rw [localEq, Complex.ofReal_zero]
  linear_combination e

/-- For real weights, `Re χ₀(iγ) = -∑ g_k D_k / (D_k² + γ²)`. -/
theorem chi0_re (g D : ι → ℝ) (γ : ℝ) :
    (chi0 (fun k => (g k : ℂ)) D (zc 0 γ)).re = -∑ k, g k * D k / (D k ^ 2 + γ ^ 2) := by
  rw [chi0, Complex.re_sum, ← Finset.sum_neg_distrib]
  refine Finset.sum_congr rfl fun k _ => ?_
  have hn : Complex.normSq (zc 0 γ - D k) = D k ^ 2 + γ ^ 2 := by
    simp [zc, Complex.normSq_apply]
    ring
  have hre : (zc 0 γ - D k).re = -D k := by simp [zc]
  rw [Complex.div_re, hn, hre, Complex.ofReal_re, Complex.ofReal_im]
  ring

/-- Let the energies be nonzero, `γ > 0`, and the weights real with `g_k D_k ≥ 0` and not all zero.
Then `Re χ₀(0) < Re χ₀(iγ) < 0`: damping the free response alone reduces the magnitude of its real
part at `w = 0`. -/
theorem damped_static_lt {g D : ι → ℝ} {γ : ℝ} (hD : ∀ k, D k ≠ 0) (hγ : 0 < γ)
    (hg : ∀ k, 0 ≤ g k * D k) (hne : ∃ k, g k ≠ 0) :
    (chi0 (fun k => (g k : ℂ)) D 0).re < (chi0 (fun k => (g k : ℂ)) D (zc 0 γ)).re ∧
      (chi0 (fun k => (g k : ℂ)) D (zc 0 γ)).re < 0 := by
  obtain ⟨j, hj⟩ := hne
  have hpos : 0 < g j * D j := lt_of_le_of_ne (hg j) (mul_ne_zero hj (hD j)).symm
  have hsq : ∀ k, 0 < D k ^ 2 := fun k => pow_pos_of_ne (hD k)
  have hγ2 : 0 < γ ^ 2 := by positivity
  have h0 : (chi0 (fun k => (g k : ℂ)) D 0).re = -∑ k, g k * D k / D k ^ 2 := by
    have h := chi0_re g D 0
    have hz : zc 0 0 = 0 := by simp [zc]
    rw [hz] at h
    rw [h]
    congr 1
    refine Finset.sum_congr rfl fun k _ => ?_
    congr 1
    ring
  rw [h0, chi0_re]
  constructor
  · apply neg_lt_neg
    refine Finset.sum_lt_sum (fun k _ => ?_) ⟨j, Finset.mem_univ j, ?_⟩
    · exact div_le_div_of_nonneg_left (hg k) (hsq k) (by linarith)
    · exact div_lt_div_of_pos_left hpos (hsq j) (by linarith)
  · apply neg_neg_of_pos
    refine Finset.sum_pos' (fun k _ => ?_) ⟨j, Finset.mem_univ j, ?_⟩
    · exact div_nonneg (hg k) (by linarith [hsq k])
    · exact div_pos hpos (by linarith [hsq j])
where
  pow_pos_of_ne {x : ℝ} (hx : x ≠ 0) : 0 < x ^ 2 := by positivity

/-- For nonzero energies, `γ > 0`, and real weights with `g_k D_k ≥ 0` and not all zero,
relaxation that conserves particles gives exactly the static response `χ₀(0) V` at `w = 0`. -/
theorem static_response_of_sign {g D : ι → ℝ} {γ : ℝ} {V m : ℂ} {ρ : ι → ℂ}
    (hD : ∀ k, D k ≠ 0) (hγ : 0 < γ) (hg : ∀ k, 0 ≤ g k * D k) (hne : ∃ k, g k ≠ 0)
    (h : Kinetic (fun k => (g k : ℂ)) D 0 γ V m ρ)
    (hc : Conserving (fun k => (g k : ℂ)) D m ρ) :
    ∑ k, ρ k = chi0 (fun k => (g k : ℂ)) D 0 * V := by
  obtain ⟨h1, h2⟩ := damped_static_lt hD hγ hg hne
  refine static_response hD hγ (fun e => ?_) (fun e => ?_) h hc
  · rw [e, Complex.zero_re] at h1
    linarith
  · rw [e, Complex.zero_re] at h2
    linarith

end

end MerminResponse
```

```lean
#print axioms MerminResponse.mermin_response
#print axioms MerminResponse.mermin_solution
#print axioms MerminResponse.static_response
#print axioms MerminResponse.static_response_of_sign
```

```
'MerminResponse.mermin_response' depends on axioms: [propext, Classical.choice, Quot.sound]
'MerminResponse.mermin_solution' depends on axioms: [propext, Classical.choice, Quot.sound]
'MerminResponse.static_response' depends on axioms: [propext, Classical.choice, Quot.sound]
'MerminResponse.static_response_of_sign' depends on axioms: [propext, Classical.choice, Quot.sound]
```

## From the summed equation to the static theorem

`zc_sub_ne` compares imaginary parts to show \(z-D_k\neq0\), and `sum_localEq` gives the local density \(\chi_0(0)m\).

`sum_kinetic` contains the partial fractions. Its inner statement `key` treats one transition: it solves for the amplitude, and `field_simp` with `ring` verifies the identity. `Finset.sum_congr` then applies it term by term.

In `mermin_relation`, `hn` is the conservation law in the form \(\sum_k\rho_k=\chi_0(0)m\). The proof writes the density in terms of \(m\), where the derivation above eliminated \(m\) in favour of \(n\). `hq` cancels \(\chi_0(0)\), and `linear_combination` adds the equations. `mermin_response` divides by the denominator.

`mermin_solution` obtains the kinetic equation from the explicit amplitudes. For conservation it multiplies both densities by \(z\), combines the summed equation with the definitions of \(m\) and \(\chi_M\), and cancels \(z\) with `mul_left_cancel₀`.

`static_response` uses the same cancellation with the factor \(i\gamma\chi_0(i\gamma)\), whose nonvanishing is proved there as `hne` (not the hypothesis of the same name in `static_response_of_sign`). `static_witness` checks the explicit static solution.

`chi0_re` computes the real part from the formula for complex division. `damped_static_lt` also uses it at \(\gamma=0\) to obtain \(\operatorname{Re}\chi_0(0)\), then compares the sums: `Finset.sum_lt_sum` needs every term ordered and one strictly, which the nonzero weight supplies. Finally, `static_response_of_sign` notes that both real parts are negative, so neither \(\chi_0(0)\) nor \(\chi_0(i\gamma)\) is zero, and applies `static_response`.
